# Average sign as the zero-meron probability for independent cluster flips

In a meron-cluster description of the sign problem, a finite, nonempty set of graphs carries positive weights, and each graph has finitely many clusters that flip independently without changing the weight. A configuration's sign is a product of cluster factors, equal to 1 in the reference orientation, and a meron is a cluster whose flip reverses the sign. The theorem states that the partition sum is positive and that the average sign equals the probability that the sampled graph has no meron. The proof compares the two averages graph by graph, using the fact that the signs summed over all flips give 2 to the number of clusters if there is no meron, and zero otherwise.

This version doesn't compile in Lean 4 with Mathlib:

```lean
import Mathlib

open Finset

namespace AverageSignEqZeroMeronProbability

noncomputable section

variable {C : Type*} [Fintype C] [DecidableEq C]

/-- Sign factor of one cluster: `1` in the reference orientation `true`, and `s = ±1` in the
flipped orientation `false`. -/
def flipFactor (s : ℤˣ) (b : Bool) : ℝ := if b then 1 else ((s : ℤ) : ℝ)

/-- The sign of a configuration: the product of the sign factors of its clusters. -/
def configSign (σ : C → ℤˣ) (o : C → Bool) : ℝ := ∏ c, flipFactor (σ c) (o c)

/-- The merons: the clusters whose flip changes the sign of the configuration. -/
def merons (σ : C → ℤˣ) : Finset C := univ.filter fun c => σ c = -1

/-- Independent flips: the sum over all orientations of a product over clusters is the product
of the single-cluster sums. -/
theorem sum_orientations_prod (f : C → Bool → ℝ) :
    ∑ o : C → Bool, ∏ c, f c (o c) = ∏ c, (f c true + f c false) := by
  have h : ∏ c, ∑ b : Bool, f c b =
      ∑ o ∈ Fintype.piFinset (fun _ : C => (univ : Finset Bool)), ∏ c, f c (o c) := by
    rw [Finset.prod_univ_sum]
  rw [Fintype.piFinset_univ] at h
  rw [← h]
  simp only [Fintype.sum_bool]

/-- The sign summed over all cluster flips is `2 ^ (number of clusters)` if there is no meron,
and zero otherwise. -/
theorem sum_configSign (σ : C → ℤˣ) :
    ∑ o, configSign σ o = if merons σ = ∅ then (2 : ℝ) ^ Fintype.card C else 0 := by
  have h1 : (1 : ℤˣ) ≠ -1 := by decide
  -- a meron cancels against its own flip
  have h : ∀ c, flipFactor (σ c) true + flipFactor (σ c) false
      = if σ c ≠ -1 then (2 : ℝ) else 0 := by
    intro c
    rcases Int.units_eq_one_or (σ c) with h | h <;> rw [h] <;> norm_num [flipFactor, h1]
  have e : merons σ = ∅ ↔ ∀ c ∈ univ, σ c ≠ -1 := by
    simp [merons, Finset.filter_eq_empty_iff]
  unfold configSign
  rw [sum_orientations_prod (fun c b => flipFactor (σ c) b)]
  simp only [h, Finset.prod_ite_zero]
  by_cases hm : ∀ c ∈ univ, σ c ≠ -1
  · rw [if_pos hm, if_pos (e.2 hm)]
    simp
  · rw [if_neg hm, if_neg (mt e.1 hm)]

variable {G : Type*} [Fintype G] {K : G → Type*} [∀ g, Fintype (K g)]
  [∀ g, DecidableEq (K g)]

/-- The partition sum of the sampled ensemble: graph `g` has clusters `K g`, and each of its
orientations has weight `w g`. -/
def partitionSum (K : G → Type*) [∀ g, Fintype (K g)] [∀ g, DecidableEq (K g)]
    (w : G → ℝ) : ℝ := ∑ g, ∑ _o : K g → Bool, w g

/-- The ensemble average of `f` over graphs and orientations, for nonnegative weights with a nonzero
partition sum. -/
def average (w : G → ℝ) (f : ∀ g, (K g → Bool) → ℝ) : ℝ :=
  (∑ g, ∑ o : K g → Bool, w g * f g o) / partitionSum K w

/-- The average sign of the configurations, for nonnegative weights with a nonzero partition sum. -/
def averageSign (w : G → ℝ) (σ : ∀ g, K g → ℤˣ) : ℝ :=
  average w fun g o => configSign (σ g) o

/-- The probability that the sampled graph has no meron, for nonnegative weights with a nonzero
partition sum. -/
def zeroMeronProbability (w : G → ℝ) (σ : ∀ g, K g → ℤˣ) : ℝ :=
  average w fun g (_ : K g → Bool) => if merons (σ g) = ∅ then 1 else 0

/-- For positive graph weights and at least one graph, the partition sum is positive and the
average sign equals the probability of the zero-meron sector. -/
theorem averageSign_eq_zeroMeronProbability [Nonempty G] (w : G → ℝ) (hw : ∀ g, 0 < w g)
    (σ : ∀ g, K g → ℤˣ) :
    0 < partitionSum K w ∧ averageSign w σ = zeroMeronProbability w σ := by
  constructor
  · exact sum_pos (fun g _ => sum_pos (fun _ _ => hw g) univ_nonempty) univ_nonempty
  · unfold averageSign zeroMeronProbability average
    congr 1
    refine sum_congr rfl fun g _ => ?_
    -- sum over the flips at fixed graph
    rw [← mul_sum, ← mul_sum, sum_configSign]
    congr 1
    split_ifs <;> simp

end

end AverageSignEqZeroMeronProbability
```

The error:

```
Main.lean:81:2: error: unsolved goals
case pos
G : Type u_2
inst✝³ : Fintype G
K : G → Type u_3
inst✝² : (g : G) → Fintype (K g)
inst✝¹ : (g : G) → DecidableEq (K g)
inst✝ : Nonempty G
w : G → ℝ
hw : ∀ (g : G), 0 < w g
σ : (g : G) → K g → ℤˣ
g : G
x✝ : g ∈ univ
h✝ : merons (σ g) = ∅
⊢ merons (σ g) = ∅

case neg
G : Type u_2
inst✝³ : Fintype G
K : G → Type u_3
inst✝² : (g : G) → Fintype (K g)
inst✝¹ : (g : G) → DecidableEq (K g)
inst✝ : Nonempty G
w : G → ℝ
hw : ∀ (g : G), 0 < w g
σ : (g : G) → K g → ℤˣ
g : G
x✝ : g ∈ univ
h✝ : ¬merons (σ g) = ∅
⊢ merons (σ g) = ∅ → 0 = 2 ^ Fintype.card (K g)
```

What went wrong. The compiler reports one error with two unsolved goals, both left by the last step, where the flip sum of the sign, already written as an `if`, must equal the sum over orientations of the zero-meron indicator. `split_ifs` made the two cases, but the goals left over show that the indicator's `if`, inside the sum on the right, was still undecided when `simp` ran. `simp` then reduced each equation to a statement about that condition.

In the first case what remains is `merons (σ g) = ∅`, which is exactly the hypothesis `h✝`. In the second it is an implication whose premise `h✝` denies. Both goals therefore follow from the context, but a bare `simp` does not use hypotheses from the context, so both stayed open.

The repair splits on the same condition with `by_cases`, names the hypothesis `hm`, and passes it to `simp`. With `simp [hm]` the condition is decided on both sides, including under the sum, and both cases close.

The mended proof, as a diff:

```diff
@@ -85,5 +85,5 @@
     rw [← mul_sum, ← mul_sum, sum_configSign]
     congr 1
-    split_ifs <;> simp
+    by_cases hm : merons (σ g) = ∅ <;> simp [hm]
 
 end
```
